# A three-fermion state with zero amplitude on the determinant of its most occupied natural orbitals

A state of fermions in $m$ orthonormal spin-orbitals is a family of complex amplitudes $\psi_S$, one for each set $S$ of occupied orbitals, with creation operators in increasing order. Removing orbital $p$ gives a sign $(-1)^k$, where $k$ counts the occupied orbitals before $p$.

```lean
import Mathlib

open Matrix

namespace AbsentNaturalDeterminant

noncomputable section

variable {m : ℕ}

/-- Annihilation of a fermion in basis orbital `p`, with the sign given by the number of
occupied orbitals before `p`. A state is a family of amplitudes on sets of occupied orbitals. -/
def annihilate (p : Fin m) (ψ : Finset (Fin m) → ℂ) : Finset (Fin m) → ℂ := fun S =>
  if p ∈ S then 0 else (-1) ^ (S.filter (fun q => q < p)).card * ψ (insert p S)
```

An orbital $\varphi$ with coefficients $\varphi_p$ has the annihilator $a_\varphi=\sum_p\varphi_p^*a_p$. The amplitude of the determinant of $\varphi_0,\varphi_1,\varphi_2$ is $\langle\mathrm{vac}|a_{\varphi_2}a_{\varphi_1}a_{\varphi_0}|\psi\rangle$, which is the overlap of $\psi$ with a normalised determinant when the orbitals are orthonormal.

```lean
/-- Annihilation of a fermion in the orbital with expansion coefficients `φ`. -/
def annihilateOrb (φ : Fin m → ℂ) (ψ : Finset (Fin m) → ℂ) : Finset (Fin m) → ℂ := fun S =>
  ∑ p, star (φ p) * annihilate p ψ S

/-- The amplitude in `ψ` of the determinant of three orbitals: annihilate all three and
read off the vacuum component. -/
def slaterAmplitude (φ : Fin 3 → Fin m → ℂ) (ψ : Finset (Fin m) → ℂ) : ℂ :=
  annihilateOrb (φ 2) (annihilateOrb (φ 1) (annihilateOrb (φ 0) ψ)) ∅
```

The one-body density matrix is $\gamma_{pq}=\langle\psi|a_q^\dagger a_p|\psi\rangle$. Its eigenvectors are the natural orbitals. The occupation $\nu_p$ is the total weight of the determinants containing $p$.

```lean
/-- The one-body density matrix, with elements `⟨ψ| a_q† a_p |ψ⟩`. -/
def rdm (ψ : Finset (Fin m) → ℂ) : Matrix (Fin m) (Fin m) ℂ := fun p q =>
  ∑ S, star (annihilate q ψ S) * annihilate p ψ S

/-- The total weight of the determinants that contain orbital `p`. -/
def occupation (ψ : Finset (Fin m) → ℂ) (p : Fin m) : ℝ :=
  ∑ S ∈ Finset.univ.filter (fun S => p ∈ S), ‖ψ S‖ ^ 2
```

The state `trio x y z` puts $x,y,z$ on the determinants 124, 135, 236. Orbitals 1 to 6 in the text are `0` to `5` in Lean.

```lean
/-- The three-fermion state with amplitudes `x`, `y`, `z` on the determinants 124, 135, 236;
orbitals 1 to 6 are numbered 0 to 5. -/
def trio (x y z : ℂ) : Finset (Fin 6) → ℂ := fun S =>
  if S = {0, 1, 3} then x else if S = {0, 2, 4} then y else if S = {1, 2, 5} then z else 0
```

## Orbitals in increasing order

The hypotheses `hij` and `hjk` fix the sign of a determinant. When $i<j<k$ are removed in that order, no occupied orbital precedes the one removed, so every sign is $+1$ and the amplitude is $\psi_{\{i,j,k\}}$. In the proof, `hs` reduces a unit-vector orbital to a basis orbital, and `simp` evaluates the signs. Exchanging $i$ and $j$ would give $-\psi_{\{i,j,k\}}$.

```lean
/-- For three basis orbitals in increasing order, the determinant amplitude is the
corresponding component of the state. -/
theorem slaterAmplitude_basis (ψ : Finset (Fin m) → ℂ) {i j k : Fin m}
    (hij : i < j) (hjk : j < k) :
    slaterAmplitude ![Pi.single i 1, Pi.single j 1, Pi.single k 1] ψ = ψ {i, j, k} := by
  have hs : ∀ (p : Fin m) (χ : Finset (Fin m) → ℂ),
      annihilateOrb (Pi.single p 1) χ = annihilate p χ := by
    intro p χ
    funext S
    unfold annihilateOrb
    rw [Finset.sum_eq_single p]
    · simp
    · intro b _ hb
      simp [hb]
    · simp
  have hik := hij.trans hjk
  have h1 : ¬ j < i := not_lt_of_ge hij.le
  have h2 : ¬ k < j := not_lt_of_ge hjk.le
  have h3 : ¬ k < i := not_lt_of_ge hik.le
  change annihilateOrb (Pi.single k 1)
    (annihilateOrb (Pi.single j 1) (annihilateOrb (Pi.single i 1) ψ)) ∅ = _
  rw [hs, hs, hs]
  simp [annihilate, Finset.filter_insert, Finset.filter_singleton,
    hij.ne, hjk.ne, hik.ne, h1, h2, h3]
```

## Determinants at least two orbitals apart

On the diagonal no such condition is needed:
$$\gamma_{pp}=\sum_{S\not\ni p}|\psi_{S\cup\{p\}}|^2=\sum_{S\ni p}|\psi_S|^2=\nu_p .$$
The proof matches the two sums by inserting and erasing $p$.

```lean
/-- A diagonal element of the one-body density matrix is the total weight of the determinants
containing that orbital. -/
theorem rdm_self (ψ : Finset (Fin m) → ℂ) (p : Fin m) :
    rdm ψ p p = (occupation ψ p : ℂ) := by
  have h : ∀ S, star (annihilate p ψ S) * annihilate p ψ S =
      if p ∉ S then ((‖ψ (insert p S)‖ : ℝ) : ℂ) ^ 2 else 0 := by
    intro S
    have e : star (annihilate p ψ S) * annihilate p ψ S =
      ((‖annihilate p ψ S‖ : ℝ) : ℂ) ^ 2 := Complex.conj_mul' _
    rw [e]
    by_cases hp : p ∈ S <;> simp [annihilate, hp]
  unfold rdm occupation
  push_cast
  rw [Finset.sum_congr rfl (fun S _ => h S), ← Finset.sum_filter]
  -- adding orbital `p` matches sets without `p` to sets with `p`
  refine Finset.sum_nbij' (fun S => insert p S) (fun S => S.erase p) ?_ ?_ ?_ ?_ ?_
  · intro S _
    simp
  · intro S _
    simp
  · intro S hS
    exact Finset.erase_insert (Finset.mem_filter.mp hS).2
  · intro S hS
    exact Finset.insert_erase (Finset.mem_filter.mp hS).2
  · intro S _
    rfl
```

For $p\ne q$, a nonzero term of $\gamma_{pq}$ needs a set $S$ containing neither orbital, with $S\cup\{p\}$ and $S\cup\{q\}$ both present in the state. These differ in one orbital, which `hψ` forbids: no single excitation connects two determinants of the state. Lean bounds the set difference by $\{p\}$, and `omega` finds the contradiction. Without the condition, one particle with amplitude $1/\sqrt2$ on each of two orbitals has an off-diagonal element $1/2$.

```lean
/-- If any two distinct determinants present in the state differ in at least two orbitals,
the one-body density matrix is diagonal. -/
theorem rdm_eq_diagonal (ψ : Finset (Fin m) → ℂ)
    (hψ : ∀ S T, ψ S ≠ 0 → ψ T ≠ 0 → S ≠ T → 2 ≤ (S \ T).card) :
    rdm ψ = diagonal (fun p => (occupation ψ p : ℂ)) := by
  have hann : ∀ p S, annihilate p ψ S ≠ 0 → p ∉ S ∧ ψ (insert p S) ≠ 0 := by
    intro p S h
    exact ⟨fun hp => h (by simp [annihilate, hp]), fun h0 => h (by simp [annihilate, h0])⟩
  refine Matrix.ext fun p q => ?_
  by_cases hpq : p = q
  · subst hpq
    rw [rdm_self, diagonal_apply_eq]
  · rw [diagonal_apply_ne _ hpq]
    unfold rdm
    refine Finset.sum_eq_zero fun S _ => ?_
    by_contra hne
    have hq := hann q S (fun h0 => hne (by rw [h0, star_zero, zero_mul]))
    have hp := hann p S (fun h0 => hne (by rw [h0, mul_zero]))
    have hST : insert p S ≠ insert q S := by
      intro e
      have hm : p ∈ insert q S := e ▸ Finset.mem_insert_self p S
      exact (Finset.mem_insert.mp hm).elim hpq hp.1
    -- the two determinants would differ in a single orbital
    have hsub : insert p S \ insert q S ⊆ {p} := by
      intro r hr
      simp only [Finset.mem_sdiff, Finset.mem_insert, not_or, Finset.mem_singleton] at hr ⊢
      exact hr.1.elim id (fun h => absurd h hr.2.2)
    have h1 := (Finset.card_le_card hsub).trans_eq (Finset.card_singleton p)
    have h2 := hψ _ _ hp.2 hq.2 hST
    omega
```

## States with no determinant inside a set of orbitals

Suppose $\psi$ has no component on subsets of $T$ (`hψ`) and $\varphi$ lies in the span of $T$ (`hφ`). For $S\subseteq T$,
$$(a_\varphi\psi)_S=\sum_{p\in T\setminus S}\pm\varphi_p^*\,\psi_{S\cup\{p\}}=0,$$
because $S\cup\{p\}\subseteq T$. The proof splits on `p ∈ T` in the same way. Without `hφ` this fails: for $T=\{1,2,3\}$, annihilating orbital 4 in `trio x y z` leaves amplitude $x$ on $\{1,2\}$.

```lean
/-- If a state has no component on subsets of `T`, annihilating an orbital in the span of `T`
leaves it without such components. -/
theorem annihilateOrb_vanish {T : Finset (Fin m)} {ψ : Finset (Fin m) → ℂ} {φ : Fin m → ℂ}
    (hψ : ∀ S ⊆ T, ψ S = 0) (hφ : ∀ p ∉ T, φ p = 0) :
    ∀ S ⊆ T, annihilateOrb φ ψ S = 0 := by
  intro S hS
  unfold annihilateOrb
  refine Finset.sum_eq_zero fun p _ => ?_
  by_cases hp : p ∈ T
  · have h0 := hψ (insert p S) (Finset.insert_subset hp hS)
    simp [annihilate, h0]
  · simp [hφ p hp]
```

The next lemmas list the determinants of the state and sum their weights over any collection.

```lean
/-- Only the determinants 124, 135 and 236 can have nonzero amplitude in the state. -/
theorem trio_support {x y z : ℂ} {S : Finset (Fin 6)} (h : trio x y z S ≠ 0) :
    S = {0, 1, 3} ∨ S = {0, 2, 4} ∨ S = {1, 2, 5} := by
  by_contra hS
  simp only [not_or] at hS
  exact h (by simp only [trio, hS.1, hS.2.1, hS.2.2, if_false])

/-- The weight of the state in a collection of determinants is the sum of the weights of
those among 124, 135, 236 that belong to it. -/
theorem trio_weight (x y z : ℂ) (F : Finset (Finset (Fin 6))) :
    ∑ S ∈ F, ‖trio x y z S‖ ^ 2 = (if {0, 1, 3} ∈ F then ‖x‖ ^ 2 else 0) +
      (if {0, 2, 4} ∈ F then ‖y‖ ^ 2 else 0) + (if {1, 2, 5} ∈ F then ‖z‖ ^ 2 else 0) := by
  have hAB : ¬ ({0, 1, 3} : Finset (Fin 6)) = {0, 2, 4} := by decide
  have hAC : ¬ ({0, 1, 3} : Finset (Fin 6)) = {1, 2, 5} := by decide
  have hBC : ¬ ({0, 2, 4} : Finset (Fin 6)) = {1, 2, 5} := by decide
  have h : ∀ S, ‖trio x y z S‖ ^ 2 = (if S = {0, 1, 3} then ‖x‖ ^ 2 else 0) +
      (if S = {0, 2, 4} then ‖y‖ ^ 2 else 0) + (if S = {1, 2, 5} then ‖z‖ ^ 2 else 0) := by
    intro S
    by_cases hA : S = {0, 1, 3}
    · subst hA
      simp only [trio, hAB, hAC, if_true, if_false, add_zero]
    by_cases hB : S = {0, 2, 4}
    · subst hB
      simp only [trio, hA, hBC, if_true, if_false, add_zero, zero_add]
    by_cases hC : S = {1, 2, 5}
    · subst hC
      simp only [trio, hA, hB, if_true, if_false, zero_add]
    simp [trio, hA, hB, hC]
  simp only [h, Finset.sum_add_distrib, Finset.sum_ite_eq']
```

Each pair among 124, 135, 236 shares one orbital and so differs in two. Hence $\gamma$ is diagonal, with occupations, for orbitals 1 to 6,
$$|x|^2+|y|^2,\ |x|^2+|z|^2,\ |y|^2+|z|^2,\ |x|^2,\ |y|^2,\ |z|^2 .$$

```lean
/-- The one-body density matrix of the state is diagonal, and its occupations are sums of
the determinant weights. -/
theorem trio_rdm (x y z : ℂ) :
    occupation (trio x y z) = ![‖x‖ ^ 2 + ‖y‖ ^ 2, ‖x‖ ^ 2 + ‖z‖ ^ 2, ‖y‖ ^ 2 + ‖z‖ ^ 2,
      ‖x‖ ^ 2, ‖y‖ ^ 2, ‖z‖ ^ 2] ∧
    rdm (trio x y z) = diagonal (fun p => (occupation (trio x y z) p : ℂ)) := by
  constructor
  · funext p
    unfold occupation
    rw [trio_weight]
    simp only [Finset.mem_filter, Finset.mem_univ, true_and]
    fin_cases p <;> simp
  · refine rdm_eq_diagonal _ fun S T hS hT hne => ?_
    rcases trio_support hS with rfl | rfl | rfl <;>
      rcases trio_support hT with rfl | rfl | rfl <;> revert hne <;> decide
```

## Unit norm and weights below one half

With `h1`, the total weight is one. Orbital 3 is more occupied than orbital 4 exactly when $1-|x|^2>|x|^2$, that is, $|x|^2<1/2$; the pairs 2, 5 and 1, 6 give the bounds on $|y|^2$ and $|z|^2$. Conversely, if all three weights are below $1/2$, all are positive, which settles the remaining comparisons. `linarith` does this arithmetic. Without unit norm, $x=y=z=1$ has the right order but weights of 1.

```lean
/-- In the normalised state, orbitals 1, 2, 3 are all more occupied than orbitals 4, 5, 6
exactly when each of the three determinants has weight below one half. -/
theorem trio_order_iff (x y z : ℂ) (h1 : ‖x‖ ^ 2 + ‖y‖ ^ 2 + ‖z‖ ^ 2 = 1) :
    (∀ p ∈ ({0, 1, 2} : Finset (Fin 6)), ∀ q ∈ ({3, 4, 5} : Finset (Fin 6)),
      occupation (trio x y z) q < occupation (trio x y z) p) ↔
    ‖x‖ ^ 2 < 1 / 2 ∧ ‖y‖ ^ 2 < 1 / 2 ∧ ‖z‖ ^ 2 < 1 / 2 := by
  have o := (trio_rdm x y z).1
  have o0 : occupation (trio x y z) 0 = ‖x‖ ^ 2 + ‖y‖ ^ 2 := congrFun o 0
  have o1 : occupation (trio x y z) 1 = ‖x‖ ^ 2 + ‖z‖ ^ 2 := congrFun o 1
  have o2 : occupation (trio x y z) 2 = ‖y‖ ^ 2 + ‖z‖ ^ 2 := congrFun o 2
  have o3 : occupation (trio x y z) 3 = ‖x‖ ^ 2 := congrFun o 3
  have o4 : occupation (trio x y z) 4 = ‖y‖ ^ 2 := congrFun o 4
  have o5 : occupation (trio x y z) 5 = ‖z‖ ^ 2 := congrFun o 5
  constructor
  · intro h
    have a := h 2 (by decide) 3 (by decide)
    have b := h 1 (by decide) 4 (by decide)
    have c := h 0 (by decide) 5 (by decide)
    refine ⟨?_, ?_, ?_⟩ <;> linarith
  · rintro ⟨hx, hy, hz⟩ p hp q hq
    simp only [Finset.mem_insert, Finset.mem_singleton] at hp hq
    rcases hp with rfl | rfl | rfl <;> rcases hq with rfl | rfl | rfl <;> linarith
```

## Occupations above those of orbitals 4, 5 and 6

The hypothesis `hφ` says that each $\varphi_i$ is a natural orbital with occupation $n_i$, and `hn` places $n_i$ above $|x|^2,|y|^2,|z|^2$. For $p$ among 4, 5, 6, the eigenvalue equation reads $(\nu_p-n_i)\varphi_{i,p}=0$, so $\varphi_{i,p}=0$; this is `hv`. No determinant of the state lies inside $\{1,2,3\}$, so three uses of `annihilateOrb_vanish` give zero amplitude.

If $n_i$ may equal one of the three weights, the conclusion can fail: orbitals 1, 2, 4 are natural, and their determinant has amplitude $x$. The same argument gives a neighbouring result, in which $n_i$ need only differ from all three weights.

```lean
/-- Any determinant of three natural orbitals whose occupations exceed those of orbitals
4, 5 and 6 has zero amplitude in the state. -/
theorem trio_determinant_absent (x y z : ℂ) (φ : Fin 3 → Fin 6 → ℂ) (n : Fin 3 → ℝ)
    (hφ : ∀ i, rdm (trio x y z) *ᵥ φ i = (n i : ℂ) • φ i)
    (hn : ∀ i, ‖x‖ ^ 2 < n i ∧ ‖y‖ ^ 2 < n i ∧ ‖z‖ ^ 2 < n i) :
    slaterAmplitude φ (trio x y z) = 0 := by
  have hψ : ∀ S ⊆ ({0, 1, 2} : Finset (Fin 6)), trio x y z S = 0 := by
    intro S hS
    by_contra h
    rcases trio_support h with rfl | rfl | rfl <;> revert hS <;> decide
  have key : ∀ p : Fin 6, p ∉ ({0, 1, 2} : Finset (Fin 6)) → p = 3 ∨ p = 4 ∨ p = 5 := by
    decide
  -- the eigenvalue equation confines these natural orbitals to the span of 1, 2, 3
  have hv : ∀ i, ∀ p ∉ ({0, 1, 2} : Finset (Fin 6)), φ i p = 0 := by
    intro i p hp
    have e : (occupation (trio x y z) p : ℂ) * φ i p = (n i : ℂ) * φ i p := by
      have e' := congrFun (hφ i) p
      rwa [(trio_rdm x y z).2, mulVec_diagonal, Pi.smul_apply, smul_eq_mul] at e'
    have hlt : occupation (trio x y z) p < n i := by
      rw [(trio_rdm x y z).1]
      rcases key p hp with rfl | rfl | rfl
      · exact (hn i).1
      · exact (hn i).2.1
      · exact (hn i).2.2
    have h0 : ((occupation (trio x y z) p : ℂ) - (n i : ℂ)) * φ i p = 0 := by
      linear_combination e
    rcases mul_eq_zero.mp h0 with h | h
    · have h' : occupation (trio x y z) p = n i := by exact_mod_cast sub_eq_zero.mp h
      exact absurd h' hlt.ne
    · exact h
  exact annihilateOrb_vanish (annihilateOrb_vanish (annihilateOrb_vanish hψ (hv 0)) (hv 1))
    (hv 2) ∅ (Finset.empty_subset _)
```

## Equal amplitudes $1/\sqrt3$

The hypothesis `hc` gives each determinant weight $1/3$, hence occupations $2/3$ and $1/3$. Only $|c|^2=1/3$ matters; another modulus would change the norm and the occupations. The value $2/3$ is degenerate, and the last clause allows every choice of natural orbitals in that eigenspace.

```lean
/-- With amplitude `1/√3` on each of 124, 135, 236 the state is normalised and has occupations
2/3 (orbitals 1, 2, 3) and 1/3 (orbitals 4, 5, 6). The determinant 123 has zero amplitude, as
does the determinant of any three natural orbitals of occupation 2/3. -/
theorem natural_determinant_absent (c : ℂ) (hc : c = ((1 / Real.sqrt 3 : ℝ) : ℂ)) :
    ∑ S, ‖trio c c c S‖ ^ 2 = 1 ∧
    rdm (trio c c c) = diagonal ![2 / 3, 2 / 3, 2 / 3, 1 / 3, 1 / 3, 1 / 3] ∧
    trio c c c {0, 1, 2} = 0 ∧
    ∀ φ : Fin 3 → Fin 6 → ℂ, (∀ i, rdm (trio c c c) *ᵥ φ i = (2 / 3 : ℂ) • φ i) →
      slaterAmplitude φ (trio c c c) = 0 := by
  have hw : ‖c‖ ^ 2 = 1 / 3 := by
    rw [hc, Complex.norm_real, Real.norm_eq_abs, sq_abs, div_pow,
      Real.sq_sqrt (by norm_num), one_pow]
  refine ⟨?_, ?_, ?_, ?_⟩
  · rw [trio_weight, hw]
    simp only [Finset.mem_univ, if_true]
    norm_num
  · have ho : occupation (trio c c c) = ![2 / 3, 2 / 3, 2 / 3, 1 / 3, 1 / 3, 1 / 3] := by
      rw [(trio_rdm c c c).1, hw]
      norm_num
    rw [(trio_rdm c c c).2, ho]
    congr 1
    funext p
    fin_cases p <;> simp
  · by_contra h
    have hS := trio_support h
    revert hS
    decide
  · intro φ h
    have h23 : ((2 / 3 : ℝ) : ℂ) = 2 / 3 := by norm_num
    refine trio_determinant_absent c c c φ (fun _ => 2 / 3) (fun i => ?_) (fun i => ?_)
    · simpa only [h23] using h i
    · rw [hw]
      norm_num

end

end AbsentNaturalDeterminant
```

The determinant of the most occupied natural orbitals can therefore be missing from a state altogether. A configuration-interaction expansion that sets the coefficient of its reference determinant to one cannot represent this state with 123 as the reference. The determinant 123 can still serve to generate excitations, since 124, 135 and 236 are all single excitations of it. The six-orbital state here is prescribed, not derived from a Hamiltonian.

```lean
#print axioms AbsentNaturalDeterminant.slaterAmplitude_basis
#print axioms AbsentNaturalDeterminant.trio_order_iff
#print axioms AbsentNaturalDeterminant.natural_determinant_absent
```

```
'AbsentNaturalDeterminant.slaterAmplitude_basis' depends on axioms: [propext, Classical.choice, Quot.sound]
'AbsentNaturalDeterminant.trio_order_iff' depends on axioms: [propext, Classical.choice, Quot.sound]
'AbsentNaturalDeterminant.natural_determinant_absent' depends on axioms: [propext, Classical.choice, Quot.sound]
```
